# Allen-Heine cancellation of the Debye-Waller and Fan terms for a rigid displacement

Let H and P be Hermitian operators on a finite-dimensional complex space, and let the states n form an orthonormal eigenbasis of H with energies e_n. Define the couplings

V1 = −i[P, H],  V2 = −[P, [P, H]].

Then, for every eigenstate n,

½⟨n, V2 n⟩ + ∑_{m: e_m ≠ e_n} |⟨m, V1 n⟩|² / (e_n − e_m) = 0.

The first term is the Debye-Waller term and the sum is the Fan term, each taken as the coefficient of u² in the energy shift caused by a displacement u, which turns H into exp(−iuP) H exp(iuP). Degenerate levels are allowed.

In electronic-structure work on electron-phonon coupling, this identity has the form of a translation sum rule, with P in the role of the electron momentum in units of ħ and u a displacement common to all nuclei: it ties a second-derivative coupling to first-derivative ones. In a truncated basis, the matrices of the potential's derivatives need not equal the commutators V1 and V2 formed from the truncated matrices of P and H, and the cancellation can then fail. Thermal averages over phonons, in which the atoms move relative to one another, need further input.

## From a displaced Hamiltonian to a vanishing shift

A displacement by u generated by P turns H into

H(u) = exp(−iuP) H exp(iuP).

Differentiate the product. The left exponential contributes a factor −iP in front of H, and the right one a factor iP behind it:

H′(u) = exp(−iuP) (−iPH + iHP) exp(iuP) = exp(−iuP) V1 exp(iuP).

The derivative has the same form as H(u), with V1 in place of H. Differentiating again therefore replaces V1 by

−i[P, V1] = (−i)²[P, [P, H]] = V2.

At u = 0 this gives H(u) = H + uV1 + ½u²V2 + …, so second-order perturbation theory produces exactly the two terms of the claim. Since H(u) is unitarily equivalent to H, its energies do not depend on u, and the two terms ought to cancel. The matrix elements show that they do.

Write P_nm = ⟨n, P m⟩. Because H is Hermitian, it gives e_n when it stands next to the bra n, and so

⟨n, V1 m⟩ = −i⟨n, (PH − HP) m⟩ = −i(e_m − e_n) P_nm.

Expanding the double commutator gives V2 = 2PHP − PPH − HPP. With a complete set of states m inserted between the two factors of P, this becomes

⟨n, V2 k⟩ = ∑_m (2e_m − e_n − e_k) P_nm P_mk.

Now let n and k belong to the same level, e_k = e_n. Half of the m-th term is (e_m − e_n) P_nm P_mk. If e_m = e_n, it is zero, and the Fan sum has no such term either. If e_m ≠ e_n, the Fan term is

⟨n, V1 m⟩⟨m, V1 k⟩ / (e_n − e_m)
= (−i)²(e_m − e_n)(e_n − e_m) P_nm P_mk / (e_n − e_m)
= (e_n − e_m) P_nm P_mk,

which is the negative of the Debye-Waller contribution. The cancellation thus happens separately for each intermediate state, and it holds for the whole matrix of second-order couplings within a level. Nothing so far in the matrix-element calculation has used that P is Hermitian.

For k = n and Hermitian P, V1 is Hermitian too, so ⟨n, V1 m⟩ is the complex conjugate of ⟨m, V1 n⟩. Their product is |⟨m, V1 n⟩|², and the claim follows.

If n has the lowest energy, every denominator e_n − e_m in the Fan sum is negative. The sum is then nonpositive, so ⟨n, V2 n⟩ ≥ 0.

## Couplings defined by commutators

In the Lean development, `H` and `P` are continuous linear operators `E →L[ℂ] E` on a complex inner product space. The eigenstates are the vectors `b n` of an `OrthonormalBasis` with a finite index type `ι`, which makes the space finite-dimensional. The energies are a real-valued function `e`, and the inner product is linear in its second argument, as in Dirac notation.

For a particle in a potential U(x), with P its momentum in units of ħ, the couplings would be V1 = −U′(x) and V2 = U″(x). That momentum operator is unbounded, so a finite-dimensional `P` is an idealisation of it.

```lean
import Mathlib

open scoped InnerProductSpace ComplexConjugate

namespace AllenHeine

noncomputable section
```

The first-order coupling needs only a ring with complex scalars. The factor −i makes it Hermitian when `P` and `H` are.

```lean
/-- The first-order coupling `V1 = -i[P, H]` of a Hamiltonian `H` to a displacement
generated by `P`. -/
def linearCoupling {A : Type*} [Ring A] [Algebra ℂ A] (P H : A) : A :=
  (-Complex.I) • (P * H - H * P)
```

The second-order coupling is the double commutator with a minus sign. It is the full second derivative, which is why the factor ½ appears in the cancellation and not in this definition.

```lean
/-- The second-order coupling `V2 = -[P, [P, H]]`. -/
def quadraticCoupling {A : Type*} [Ring A] (P H : A) : A :=
  -(P * (P * H - H * P) - (P * H - H * P) * P)
```

The displaced Hamiltonian fixes the sign convention for `u`: the exponential with −i stands on the left. With P a momentum in units of ħ, a positive `u` moves the potential in the positive direction.

```lean
/-- The operator `H` displaced rigidly by `u`: `exp(-iuP) H exp(iuP)`. -/
def displaced {A : Type*} [NormedRing A] [NormedAlgebra ℂ A] (P H : A) (u : ℝ) : A :=
  NormedSpace.exp (u • ((-Complex.I) • P)) * H * NormedSpace.exp (u • (Complex.I • P))
```

## The couplings as derivatives of the displaced Hamiltonian

The next two theorems justify the names of the couplings. They hold in any complete normed algebra over ℂ, of which the operators on a finite-dimensional space are an example, and for arbitrary elements `P` and `H`.

The first says that the derivative of `displaced P H v` at `v = u` is the displaced first-order coupling. In the proof, `h1` and `h2` differentiate the two exponentials, with the generator written on the side where it will meet `H`. The identity `hV` writes V1 as (−iP)H + H(iP), and the product rule then gives the stated derivative.

```lean
section Displacement

variable {A : Type*} [NormedRing A] [NormedAlgebra ℂ A] [CompleteSpace A]

/-- The derivative of the displaced Hamiltonian with respect to the displacement is the
displaced first-order coupling. -/
theorem hasDerivAt_displaced (P H : A) (u : ℝ) :
    HasDerivAt (fun v : ℝ => displaced P H v) (displaced P (linearCoupling P H) u) u := by
  have h1 : HasDerivAt (fun v : ℝ => NormedSpace.exp (v • ((-Complex.I) • P)))
      (NormedSpace.exp (u • ((-Complex.I) • P)) * ((-Complex.I) • P)) u :=
    hasDerivAt_exp_smul_const _ u
  have h2 : HasDerivAt (fun v : ℝ => NormedSpace.exp (v • (Complex.I • P)))
      ((Complex.I • P) * NormedSpace.exp (u • (Complex.I • P))) u :=
    hasDerivAt_exp_smul_const' _ u
  -- the two exponentials together produce the commutator
  have hV : linearCoupling P H = ((-Complex.I) • P) * H + H * (Complex.I • P) := by
    simp only [linearCoupling, neg_smul, neg_mul, smul_mul_assoc, mul_smul_comm, smul_sub]
    abel
  refine ((h1.mul_const H).fun_mul h2).congr_deriv ?_
  rw [hV]
  simp only [displaced, mul_add, add_mul, mul_assoc]
```

The second derivative requires no new analysis. Applying `linearCoupling P` twice gives `quadraticCoupling P H`, because (−i)² = −1, and the previous theorem can be applied with V1 in the role of `H`. At `u = 0` both exponentials are the identity, so the first and second derivatives there are V1 and V2.

```lean
/-- Differentiating once more, the displaced first-order coupling has the displaced
second-order coupling as its derivative. -/
theorem hasDerivAt_displaced_linearCoupling (P H : A) (u : ℝ) :
    HasDerivAt (fun v : ℝ => displaced P (linearCoupling P H) v)
      (displaced P (quadraticCoupling P H) u) u := by
  have h : linearCoupling P (linearCoupling P H) = quadraticCoupling P H := by
    unfold linearCoupling quadraticCoupling
    generalize P * H - H * P = C
    rw [mul_smul_comm, smul_mul_assoc, ← smul_sub, smul_smul, neg_mul_neg,
      Complex.I_mul_I, neg_one_smul]
  rw [← h]
  exact hasDerivAt_displaced P (linearCoupling P H) u

end Displacement
```

## Matrix elements in the energy basis

From here on the operators act on the space `E`. The hypothesis `hb` is the eigenvalue equation H n = e_n n, and `hH` says that `H` is Hermitian. The second already follows from the first, since the basis is orthonormal and the energies are real, but having it as a hypothesis keeps the proofs short.

The first lemma lets `H` act to the left on an eigenstate. Moving `H` to the other side of the inner product and using `hb` produces the conjugate of e_n, which is e_n itself.

```lean
variable {E ι : Type*} [NormedAddCommGroup E] [InnerProductSpace ℂ E] [Fintype ι]
  {H P : E →L[ℂ] E} {e : ι → ℝ}

/-- A Hermitian Hamiltonian acting next to one of its eigenstates `n` gives the energy
of that state. -/
theorem inner_eigenstate (b : OrthonormalBasis ι ℂ E) (hH : (H : E →ₗ[ℂ] E).IsSymmetric)
    (hb : ∀ n, H (b n) = (e n : ℂ) • b n) (n : ι) (y : E) :
    ⟪b n, H y⟫_ℂ = e n * ⟪b n, y⟫_ℂ := by
  have h : ⟪H (b n), y⟫_ℂ = ⟪b n, H y⟫_ℂ := hH (b n) y
  rw [← h, hb, inner_smul_left, Complex.conj_ofReal]
```

The element of V1 follows in one line of algebra. In `PH` the Hamiltonian acts on the ket and gives e_m, and in `HP` it acts on the bra and gives e_n. Two states of equal energy therefore have no first-order coupling.

```lean
/-- Between eigenstates of a Hermitian `H`, the first-order coupling is the matrix element
of `P` times the energy difference and `-i`. -/
theorem linearCoupling_element (b : OrthonormalBasis ι ℂ E)
    (hH : (H : E →ₗ[ℂ] E).IsSymmetric) (hb : ∀ n, H (b n) = (e n : ℂ) • b n) (n m : ι) :
    ⟪b n, linearCoupling P H (b m)⟫_ℂ
      = -Complex.I * ((e m : ℂ) - e n) * ⟪b n, P (b m)⟫_ℂ := by
  have hv : linearCoupling P H (b m)
      = (-Complex.I) • (P (H (b m)) - H (P (b m))) := rfl
  rw [hv, hb, inner_smul_right, inner_sub_right, map_smul, inner_smul_right,
    inner_eigenstate b hH hb]
  ring
```

For V2, the auxiliary statement `hc` is the completeness relation: it expands a vector y in the eigenbasis and writes ⟨n, P y⟩ as ∑_m P_nm ⟨m, y⟩. It is used for y = P k and for y = HP k. In the second case `inner_eigenstate` supplies the factor e_m. Collecting the terms for each m gives the weight 2e_m − e_n − e_k, as in the derivation above.

```lean
/-- Between eigenstates of a Hermitian `H`, the second-order coupling is a sum over
intermediate eigenstates of products of matrix elements of `P`, weighted by energy
differences. -/
theorem quadraticCoupling_element (b : OrthonormalBasis ι ℂ E)
    (hH : (H : E →ₗ[ℂ] E).IsSymmetric) (hb : ∀ n, H (b n) = (e n : ℂ) • b n) (n k : ι) :
    ⟪b n, quadraticCoupling P H (b k)⟫_ℂ
      = ∑ m, (2 * (e m : ℂ) - e n - e k) * (⟪b n, P (b m)⟫_ℂ * ⟪b m, P (b k)⟫_ℂ) := by
  -- completeness of the eigenbasis
  have hc : ∀ y : E, ⟪b n, P y⟫_ℂ = ∑ m, ⟪b n, P (b m)⟫_ℂ * ⟪b m, y⟫_ℂ := by
    intro y
    conv_lhs => rw [← b.sum_repr' y]
    simp only [map_sum, map_smul, inner_sum, inner_smul_right]
    exact Finset.sum_congr rfl fun m _ => mul_comm _ _
  have hv : quadraticCoupling P H (b k)
      = -(P (P (H (b k)) - H (P (b k))) - (P (H (P (b k))) - H (P (P (b k))))) := rfl
  rw [hv, hb]
  simp only [map_sub, map_smul, inner_neg_right, inner_sub_right, inner_smul_right,
    inner_eigenstate b hH hb]
  rw [hc (P (b k)), hc (H (P (b k)))]
  simp only [inner_eigenstate b hH hb, Finset.mul_sum, ← Finset.sum_sub_distrib,
    ← Finset.sum_neg_distrib]
  exact Finset.sum_congr rfl fun m _ => by ring
```

## Cancellation throughout a degenerate level

The next theorem concerns two eigenstates `n` and `k` with `e k = e n`. They may be different members of a degenerate level or the same state. The notation `∑ m with e m ≠ e n` excludes the whole level from the Fan sum, not just the state `n`, so no denominator is zero. There is no Hermiticity hypothesis on `P`.

The proof turns the restricted sum into a sum over all m, with zero for the excluded states, and merges it with the sum for V2. It then suffices that each term is zero. If e_m = e_n, the weight in V2 vanishes. Otherwise `hne` records that the denominator is nonzero, and `hf` carries out the division, using i² = −1. What remains is the sum of two opposite terms.

```lean
/-- Cancellation within a level: for Hermitian `H` and eigenstates `n`, `k` of equal energy,
the second-order effective matrix element between them, Debye-Waller plus Fan, is zero. -/
theorem level_cancellation (b : OrthonormalBasis ι ℂ E)
    (hH : (H : E →ₗ[ℂ] E).IsSymmetric) (hb : ∀ n, H (b n) = (e n : ℂ) • b n)
    {n k : ι} (hk : e k = e n) :
    (1 / 2 : ℂ) * ⟪b n, quadraticCoupling P H (b k)⟫_ℂ
      + ∑ m with e m ≠ e n, ⟪b n, linearCoupling P H (b m)⟫_ℂ
          * ⟪b m, linearCoupling P H (b k)⟫_ℂ / ((e n : ℂ) - e m) = 0 := by
  rw [quadraticCoupling_element b hH hb, Finset.sum_filter, Finset.mul_sum,
    ← Finset.sum_add_distrib]
  refine Finset.sum_eq_zero fun m _ => ?_
  by_cases h : e m = e n
  · rw [if_neg (not_not.2 h), hk, h]
    ring
  · have hne : (e n : ℂ) - e m ≠ 0 :=
      sub_ne_zero.2 fun h' => h (Complex.ofReal_injective h').symm
    rw [if_pos h, linearCoupling_element b hH hb, linearCoupling_element b hH hb, hk]
    generalize ⟪b n, P (b m)⟫_ℂ = p
    generalize ⟪b m, P (b k)⟫_ℂ = q
    -- one energy difference cancels the denominator
    have hf : -Complex.I * ((e m : ℂ) - e n) * p * (-Complex.I * ((e n : ℂ) - e m) * q)
        / ((e n : ℂ) - e m) = ((e n : ℂ) - e m) * p * q := by
      rw [div_eq_iff hne]
      linear_combination ((e m : ℂ) - e n) * ((e n : ℂ) - e m) * p * q * Complex.I_sq
    rw [hf]
    ring
```

## The diagonal case with squared couplings

Here `hP` makes `P` Hermitian, and the Fan sum takes its familiar form with squared moduli. That sum is a real number, and the outer annotation `: ℂ` places it in the complex numbers, where the matrix element of V2 lives. The equation therefore also says that this matrix element is real.

The proof starts from the level cancellation with `k` equal to `n` and compares the two Fan sums term by term. Hermiticity of `P` enters through `hc`, which gives the conjugate of P_mn as P_nm. From it, `hV` derives the corresponding relation for V1, and the product of an element with its conjugate is the squared modulus.

```lean
/-- Allen-Heine cancellation: for Hermitian `H` and `P`, the Debye-Waller term of an
eigenstate `n` of `H` and its Fan sum over the eigenstates of different energy add up
to zero. -/
theorem allen_heine (b : OrthonormalBasis ι ℂ E)
    (hH : (H : E →ₗ[ℂ] E).IsSymmetric) (hP : (P : E →ₗ[ℂ] E).IsSymmetric)
    (hb : ∀ n, H (b n) = (e n : ℂ) • b n) (n : ι) :
    (1 / 2 : ℂ) * ⟪b n, quadraticCoupling P H (b n)⟫_ℂ
      + ((∑ m with e m ≠ e n,
          ‖⟪b m, linearCoupling P H (b n)⟫_ℂ‖ ^ 2 / (e n - e m) : ℝ) : ℂ) = 0 := by
  rw [← level_cancellation (P := P) b hH hb (rfl : e n = e n), Complex.ofReal_sum]
  congr 1
  refine Finset.sum_congr rfl fun m _ => ?_
  -- the first-order coupling is Hermitian
  have hc : conj ⟪b m, P (b n)⟫_ℂ = ⟪b n, P (b m)⟫_ℂ := by
    rw [inner_conj_symm]
    exact hP (b n) (b m)
  have hV : ⟪b n, linearCoupling P H (b m)⟫_ℂ
      = conj ⟪b m, linearCoupling P H (b n)⟫_ℂ := by
    rw [linearCoupling_element b hH hb, linearCoupling_element b hH hb]
    simp only [map_mul, map_neg, map_sub, Complex.conj_I, Complex.conj_ofReal, hc]
    ring
  rw [hV, Complex.conj_mul']
  push_cast
  rfl
```

## The sign of the Debye-Waller term in the lowest state

The hypothesis `hmin` says that no eigenstate lies below `n`, which allows a degenerate lowest level. The conclusion is stated for the real part of ⟨n, V2 n⟩, since an inequality needs a real number. Physically, the Fan term can only lower the energy of such a state, so the Debye-Waller term has to make up for it.

The auxiliary statement `key` solves the cancellation for the matrix element: if z/2 + s = 0 with s real and s ≤ 0, then z = −2s is nonnegative. The rest of the proof checks that each Fan term is a square divided by a number that is not positive.

```lean
/-- For Hermitian `H` and `P`, the second-order coupling has a nonnegative expectation value
in an eigenstate of lowest energy. -/
theorem debyeWaller_nonneg_of_lowest (b : OrthonormalBasis ι ℂ E)
    (hH : (H : E →ₗ[ℂ] E).IsSymmetric) (hP : (P : E →ₗ[ℂ] E).IsSymmetric)
    (hb : ∀ n, H (b n) = (e n : ℂ) • b n) {n : ι} (hmin : ∀ m, e n ≤ e m) :
    0 ≤ (⟪b n, quadraticCoupling P H (b n)⟫_ℂ).re := by
  have key : ∀ (z : ℂ) (s : ℝ), (1 / 2 : ℂ) * z + (s : ℂ) = 0 → s ≤ 0 → 0 ≤ z.re := by
    intro z s h hs
    have hz : z = ((-2 * s : ℝ) : ℂ) := by
      push_cast
      linear_combination 2 * h
    rw [hz, Complex.ofReal_re]
    linarith
  -- every Fan denominator is negative
  refine key _ _ (allen_heine b hH hP hb n) (Finset.sum_nonpos fun m _ => ?_)
  exact div_nonpos_of_nonneg_of_nonpos (sq_nonneg _) (sub_nonpos.2 (hmin m))

end

end AllenHeine
```

```lean
#print axioms AllenHeine.hasDerivAt_displaced_linearCoupling
#print axioms AllenHeine.allen_heine
#print axioms AllenHeine.debyeWaller_nonneg_of_lowest
```

```
'AllenHeine.hasDerivAt_displaced_linearCoupling' depends on axioms: [propext, Classical.choice, Quot.sound]
'AllenHeine.allen_heine' depends on axioms: [propext, Classical.choice, Quot.sound]
'AllenHeine.debyeWaller_nonneg_of_lowest' depends on axioms: [propext, Classical.choice, Quot.sound]
```
